# The exchange splitting of a free Dirac electron in a uniform spin-coupled field depends on its direction of motion

Take an electron at rest, in units with $\hbar=m=1$, and let a constant exchange field along $z$ couple to its spin through $B\beta\Sigma_z$. For $0<B<c^2$ the two positive-energy spin states lie at $c^2+B$ and $c^2-B$, a splitting of $2B$. Now let the electron move along the field with momentum $p_z$. Numbering the spinor components from 0, as Lean does, the $4\times4$ Hamiltonian separates into a block for components 0 and 2 and a block for components 1 and 3:

$$\begin{pmatrix} c^2+B & cp_z\\ cp_z & -(c^2+B)\end{pmatrix},\qquad \begin{pmatrix} c^2-B & -cp_z\\ -cp_z & -(c^2-B)\end{pmatrix}.$$

Each block squares to a number, so $E^2=c^2p_z^2+(c^2\pm B)^2$. The field shifts the rest-energy term, which adds in quadrature to $cp_z$, and the splitting drops below $2B$. For motion across the field it stays at $2B$.

This matrix is the one-particle Hamiltonian of MacDonald–Vosko relativistic spin density functional theory for a constant field and zero effective scalar potential. Here $B$ is a given number; the exchange-correlation functional and the self-consistency that would determine it do not enter.

## The Hamiltonian and its energies

```lean
import Mathlib

open Matrix

namespace MacDonaldVosko

noncomputable section
```

Mathlib supplies matrices, complex numbers and square roots; `open Matrix` gives access to matrix notation.

```lean
/-- Complex 4×4 matrices acting on Dirac spinors. -/
abbrev SpinorMatrix := Matrix (Fin 4) (Fin 4) ℂ
```

A `SpinorMatrix` is a complex $4\times4$ matrix. The type `Fin 4` holds the indices 0, 1, 2, 3.

```lean
/-- The Dirac matrix `α_x` in the standard representation. -/
def alphaX : SpinorMatrix := !![0, 0, 0, 1; 0, 0, 1, 0; 0, 1, 0, 0; 1, 0, 0, 0]
```

This is $\alpha_x$, written row by row, with semicolons between rows.

```lean
/-- The Dirac matrix `α_y` in the standard representation. -/
def alphaY : SpinorMatrix :=
  !![0, 0, 0, -Complex.I; 0, 0, Complex.I, 0; 0, -Complex.I, 0, 0; Complex.I, 0, 0, 0]
```

This is $\alpha_y$; `Complex.I` is the imaginary unit.

```lean
/-- The Dirac matrix `α_z` in the standard representation. -/
def alphaZ : SpinorMatrix := !![0, 0, 1, 0; 0, 0, 0, -1; 1, 0, 0, 0; 0, -1, 0, 0]
```

This is $\alpha_z$. The three matrices carry the Pauli matrices in their off-diagonal blocks.

```lean
/-- The Dirac matrix `β` in the standard representation. -/
def beta : SpinorMatrix := !![1, 0, 0, 0; 0, 1, 0, 0; 0, 0, -1, 0; 0, 0, 0, -1]
```

The matrix $\beta$ is $+1$ on the upper two components and $-1$ on the lower two.

```lean
/-- The spin matrix `Σ_z`. -/
def sigmaZ : SpinorMatrix := !![1, 0, 0, 0; 0, -1, 0, 0; 0, 0, 1, 0; 0, 0, 0, -1]
```

The matrix $\Sigma_z$ has eigenvalues $\pm1$, so the spin itself is $\Sigma_z/2$.

```lean
/-- The MacDonald-Vosko Hamiltonian `c α·p + β c² + B β Σ_z` at momentum `(px, py, pz)`. -/
def hamiltonian (c B px py pz : ℝ) : SpinorMatrix :=
  (c : ℂ) • ((px : ℂ) • alphaX + (py : ℂ) • alphaY + (pz : ℂ) • alphaZ)
    + ((c : ℂ) ^ 2) • beta + (B : ℂ) • (beta * sigmaZ)
```

In ordinary notation,
$$H=c\,\boldsymbol\alpha\cdot\mathbf p+\beta c^2+B\beta\Sigma_z .$$
The sign `•` multiplies a matrix by a number, and `(c : ℂ)` reads the real $c$ as a complex number. Energies include the rest energy, so a field-free electron at rest has $E=c^2$; $B$ is an energy with the magnetic moment absorbed into it. The momentum is a triple of real numbers and no vector potential appears: the field acts on spin only, so the absence of Landau levels is built into the model.

```lean
/-- The spin operator `c² Σ_z + c β Σ_z (α_x px + α_y py)`. -/
def spinOperator (c px py : ℝ) : SpinorMatrix :=
  ((c : ℂ) ^ 2) • sigmaZ
    + (c : ℂ) • (beta * sigmaZ * ((px : ℂ) • alphaX + (py : ℂ) • alphaY))
```

Call this matrix $K=c^2\Sigma_z+c\beta\Sigma_z(\alpha_xp_x+\alpha_yp_y)$. It contains only the momentum across the field.

```lean
/-- The transverse energy `√(c² (px² + py²) + c⁴)`. -/
def transverseEnergy (c px py : ℝ) : ℝ := √(c ^ 2 * (px ^ 2 + py ^ 2) + c ^ 4)
```

With $p_\perp^2=p_x^2+p_y^2$, this is $S=\sqrt{c^2p_\perp^2+c^4}$, the energy of a field-free electron with $p_z=0$.

```lean
/-- The branch energy `√(c² pz² + (S + B)²)`, with `S` the transverse energy. -/
def branch (c B px py pz : ℝ) : ℝ :=
  √(c ^ 2 * pz ^ 2 + (transverseEnergy c px py + B) ^ 2)
```

The function `branch` is $\sqrt{c^2p_z^2+(S+B)^2}$. Replacing $B$ by $-B$ gives the other nonnegative energy.

```lean
/-- The exchange splitting: the branch energy for `B` minus the one for `-B`. -/
def splitting (c B px py pz : ℝ) : ℝ := branch c B px py pz - branch c (-B) px py pz
```

The splitting is
$$\Delta=\sqrt{c^2p_z^2+(S+B)^2}-\sqrt{c^2p_z^2+(S-B)^2},$$
taken at fixed momentum. It is a signed difference and changes sign with $B$.

## Squaring the Hamiltonian

```lean
/-- The Hamiltonian written out entry by entry. -/
theorem hamiltonian_entries (c B px py pz : ℝ) : hamiltonian c B px py pz =
    !![(c : ℂ) ^ 2 + B, 0, c * pz, c * (px - Complex.I * py);
       0, (c : ℂ) ^ 2 - B, c * (px + Complex.I * py), -(c * pz);
       c * pz, c * (px - Complex.I * py), -(c : ℂ) ^ 2 - B, 0;
       c * (px + Complex.I * py), -(c * pz), 0, -(c : ℂ) ^ 2 + B] := by
  ext i j
  fin_cases i <;> fin_cases j <;>
    simp [-mul_eq_mul_left_iff, hamiltonian, alphaX, alphaY, alphaZ, beta, sigmaZ] <;> ring
```

This theorem multiplies out the definition of $H$. The tactic `ext i j` reduces equality of matrices to equality of entries, `fin_cases` lists the sixteen index pairs, and `simp` and `ring` do the algebra.

```lean
/-- The spin operator written out entry by entry. -/
theorem spinOperator_entries (c px py : ℝ) : spinOperator c px py =
    !![(c : ℂ) ^ 2, 0, 0, c * (px - Complex.I * py);
       0, -(c : ℂ) ^ 2, -(c * (px + Complex.I * py)), 0;
       0, -(c * (px - Complex.I * py)), (c : ℂ) ^ 2, 0;
       c * (px + Complex.I * py), 0, 0, -(c : ℂ) ^ 2] := by
  ext i j
  fin_cases i <;> fin_cases j <;>
    simp [-mul_eq_mul_left_iff, spinOperator, alphaX, alphaY, beta, sigmaZ] <;> ring
```

The same is done for $K$.

```lean
/-- The squared Hamiltonian is the number `c² p² + c⁴ + B²` plus `2B` times the spin operator. -/
theorem hamiltonian_sq (c B px py pz : ℝ) : hamiltonian c B px py pz ^ 2 =
    ((c : ℂ) ^ 2 * (px ^ 2 + py ^ 2 + pz ^ 2) + c ^ 4 + B ^ 2) • (1 : SpinorMatrix)
      + (2 * (B : ℂ)) • spinOperator c px py := by
  rw [pow_two (hamiltonian c B px py pz), hamiltonian_entries, spinOperator_entries]
  ext i j
  -- the diagonal entries need `I² = -1`, the others are polynomial identities
  fin_cases i <;> fin_cases j <;>
    simp [Matrix.mul_apply, Fin.sum_univ_four] <;>
    first
    | ring1
    | linear_combination (-(c : ℂ) ^ 2 * py ^ 2) * Complex.I_sq
```

The statement is
$$H^2=c^2p^2+c^4+B^2+2BK,$$
with the number multiplying the unit matrix. By hand, the squares of the three terms of $H$ give $c^2p^2$, $c^4$ and $B^2$, the last because $\beta$ and $\Sigma_z$ commute and each squares to one. The cross terms are anticommutators:

- $\{\alpha_i,\beta\}=0$, so kinetic and rest-energy terms do not mix.
- $\{\beta,\beta\Sigma_z\}=2\Sigma_z$, which contributes $2Bc^2\Sigma_z$.
- $\{\alpha_z,\beta\Sigma_z\}=0$, since $\alpha_z$ commutes with $\Sigma_z$ and anticommutes with $\beta$.
- $\{\alpha_i,\beta\Sigma_z\}=2\beta\Sigma_z\alpha_i$ for $i=x,y$, since these $\alpha_i$ anticommute with both factors and so commute with the product.

The second and fourth lines add up to $2BK$. Lean instead multiplies the explicit matrices and compares entries; where $i^2=-1$ is needed, `linear_combination` supplies it through `Complex.I_sq`.

```lean
/-- The spin operator squares to the number `c² (px² + py²) + c⁴`. -/
theorem spinOperator_sq (c px py : ℝ) : spinOperator c px py ^ 2 =
    ((c : ℂ) ^ 2 * (px ^ 2 + py ^ 2) + c ^ 4) • (1 : SpinorMatrix) := by
  rw [pow_two (spinOperator c px py), spinOperator_entries]
  ext i j
  fin_cases i <;> fin_cases j <;>
    simp [Matrix.mul_apply, Fin.sum_univ_four] <;>
    first
    | ring1
    | linear_combination (-(c : ℂ) ^ 2 * py ^ 2) * Complex.I_sq
```

The statement is $K^2=S^2$. Write $A=\alpha_xp_x+\alpha_yp_y$, so that $A^2=p_\perp^2$. Since $\beta\Sigma_z$ commutes with $A$ and squares to one, $(c\beta\Sigma_zA)^2=c^2p_\perp^2$. The cross term is proportional to
$$\Sigma_z\beta\Sigma_zA+\beta\Sigma_zA\Sigma_z=\beta A-\beta A=0,$$
which leaves $c^4+c^2p_\perp^2$. The Lean proof again compares entries.

```lean
/-- The quartic matrix identity `(H² - c² p² - c⁴ - B²)² = 4 B² (c² (px² + py²) + c⁴)`. -/
theorem hamiltonian_quartic (c B px py pz : ℝ) :
    (hamiltonian c B px py pz ^ 2
      - ((c : ℂ) ^ 2 * (px ^ 2 + py ^ 2 + pz ^ 2) + c ^ 4 + B ^ 2) • (1 : SpinorMatrix)) ^ 2
    = (4 * (B : ℂ) ^ 2 * (c ^ 2 * (px ^ 2 + py ^ 2) + c ^ 4)) • (1 : SpinorMatrix) := by
  rw [hamiltonian_sq, add_sub_cancel_left, smul_pow, spinOperator_sq, smul_smul]
  congr 1
  ring
```

Moving the number in $H^2$ to the left and squaring gives
$$(H^2-c^2p^2-c^4-B^2)^2=4B^2K^2=4B^2(c^2p_\perp^2+c^4).$$
The `rw` line carries out these substitutions in this order.

## The complete list of eigenvalues

The quartic identity restricts the eigenvalues but does not show that every candidate occurs. The determinant settles that.

```lean
/-- The secular determinant `det (H - E)` as a polynomial in `E`. -/
theorem secular_det (c B px py pz : ℝ) (E : ℂ) :
    (hamiltonian c B px py pz - E • (1 : SpinorMatrix)).det =
      (E ^ 2 - (c ^ 2 * (px ^ 2 + py ^ 2 + pz ^ 2) + c ^ 4 + B ^ 2)) ^ 2
        - 4 * B ^ 2 * (c ^ 2 * (px ^ 2 + py ^ 2) + c ^ 4) := by
  have h : hamiltonian c B px py pz - E • (1 : SpinorMatrix) =
      !![(c : ℂ) ^ 2 + B - E, 0, c * pz, c * (px - Complex.I * py);
         0, (c : ℂ) ^ 2 - B - E, c * (px + Complex.I * py), -(c * pz);
         c * pz, c * (px - Complex.I * py), -(c : ℂ) ^ 2 - B - E, 0;
         c * (px + Complex.I * py), -(c * pz), 0, -(c : ℂ) ^ 2 + B - E] := by
    rw [hamiltonian_entries]
    ext i j
    fin_cases i <;> fin_cases j <;> simp
  rw [h, Matrix.det_succ_row_zero]
  simp [Fin.sum_univ_succ, Matrix.det_fin_three, Fin.succAbove]
  linear_combination (-(c : ℂ) ^ 2 * py ^ 2) *
    (-2 * (E ^ 2 - c ^ 2 * pz ^ 2 - c ^ 4 - B ^ 2)
      + c ^ 2 * ((px + Complex.I * py) * (px - Complex.I * py) + px ^ 2 + py ^ 2)
      - 4 * B ^ 2) * Complex.I_sq
```

The claim is
$$\det(H-E)=(E^2-c^2p^2-c^4-B^2)^2-4B^2(c^2p_\perp^2+c^4).$$
For the calculation by hand, let $q=cp_z$, $w=c(p_x-ip_y)$, and call the diagonal entries of $H-E$
$$d_0=c^2+B-E,\quad d_1=c^2-B-E,\quad d_2=-c^2-B-E,\quad d_3=-c^2+B-E.$$
Collecting the nonzero permutations gives
$$d_0d_1d_2d_3-q^2(d_0d_2+d_1d_3)-|w|^2(d_0d_3+d_1d_2)+(q^2+|w|^2)^2.$$
Set $X=E^2-c^4-B^2$. Then $d_0d_2=X-2Bc^2$ and $d_1d_3=X+2Bc^2$, while $d_0d_3+d_1d_2=2X+4B^2$. The determinant becomes
$$X^2-4B^2c^4-2q^2X-2|w|^2(X+2B^2)+(q^2+|w|^2)^2,$$
which is $(X-q^2-|w|^2)^2-4B^2(|w|^2+c^4)$, as claimed.

In Lean, `h` writes out $H-E$, `Matrix.det_succ_row_zero` expands along row 0, and the closing `linear_combination` accounts for the terms containing $i^2$.

```lean
/-- A complex number `E` is an eigenvalue of the Hamiltonian exactly when
`E² = c² pz² + (S + B)²` or `E² = c² pz² + (S - B)²`, with `S` the transverse energy. -/
theorem eigenvalue_iff (c B px py pz : ℝ) (E : ℂ) :
    (∃ v : Fin 4 → ℂ, v ≠ 0 ∧ hamiltonian c B px py pz *ᵥ v = E • v) ↔
      E ^ 2 = c ^ 2 * pz ^ 2 + (transverseEnergy c px py + B) ^ 2 ∨
      E ^ 2 = c ^ 2 * pz ^ 2 + (transverseEnergy c px py - B) ^ 2 := by
  have key : (∃ v : Fin 4 → ℂ, v ≠ 0 ∧ hamiltonian c B px py pz *ᵥ v = E • v) ↔
      (hamiltonian c B px py pz - E • (1 : SpinorMatrix)).det = 0 := by
    rw [← Matrix.exists_mulVec_eq_zero_iff]
    simp only [Matrix.sub_mulVec, Matrix.smul_mulVec, Matrix.one_mulVec, sub_eq_zero]
  have hS : (transverseEnergy c px py : ℂ) ^ 2 = c ^ 2 * (px ^ 2 + py ^ 2) + c ^ 4 := by
    have h : transverseEnergy c px py ^ 2 = c ^ 2 * (px ^ 2 + py ^ 2) + c ^ 4 :=
      Real.sq_sqrt (by positivity)
    exact_mod_cast h
  -- the secular polynomial is a difference of two squares
  have hfac : (E ^ 2 - (c ^ 2 * (px ^ 2 + py ^ 2 + pz ^ 2) + c ^ 4 + B ^ 2)) ^ 2
        - 4 * B ^ 2 * (c ^ 2 * (px ^ 2 + py ^ 2) + c ^ 4) =
      (E ^ 2 - (c ^ 2 * pz ^ 2 + (transverseEnergy c px py + B) ^ 2)) *
      (E ^ 2 - (c ^ 2 * pz ^ 2 + (transverseEnergy c px py - B) ^ 2)) := by
    linear_combination (2 * (E ^ 2 - c ^ 2 * pz ^ 2 - B ^ 2)
      - (c ^ 2 * (px ^ 2 + py ^ 2) + c ^ 4) - (transverseEnergy c px py : ℂ) ^ 2
      + 4 * B ^ 2) * hS
  rw [key, secular_det, hfac, mul_eq_zero, sub_eq_zero, sub_eq_zero]
```

The left side says that some nonzero $v$ satisfies $Hv=Ev$; `*ᵥ` applies a matrix to a vector. The arrow `↔` means "exactly when", so both directions are proved:
$$E^2=c^2p_z^2+(S+B)^2\quad\text{or}\quad E^2=c^2p_z^2+(S-B)^2.$$
Although $E$ is allowed to be complex, both right sides are nonnegative reals, so the eigenvalues are plus and minus the two branch energies. Multiplicities are not part of the statement.

The proof has three steps. First, `key` says that a nonzero $v$ with $(H-E)v=0$ exists exactly when the determinant vanishes. Next, `hS` records $S^2=c^2p_\perp^2+c^4$. Finally, `hfac` factorises: with $D=E^2-c^2p_z^2-S^2-B^2$, the determinant is
$$D^2-4B^2S^2=(D-2BS)(D+2BS),$$
and the two factors are $E^2-c^2p_z^2-(S\pm B)^2$. A product vanishes when one of its factors does.

## Splitting across and along the field

```lean
/-- For momentum perpendicular to the field and `|B| ≤ c²`, the exchange splitting is `2B`. -/
theorem splitting_transverse (c B px py : ℝ) (hB : |B| ≤ c ^ 2) :
    splitting c B px py 0 = 2 * B := by
  have hS : c ^ 2 ≤ transverseEnergy c px py :=
    (le_abs_self _).trans (Real.abs_le_sqrt (by nlinarith [sq_nonneg (c * px), sq_nonneg (c * py)]))
  obtain ⟨h1, h2⟩ := abs_le.mp hB
  have e (b : ℝ) (hb : 0 ≤ transverseEnergy c px py + b) :
      branch c b px py 0 = transverseEnergy c px py + b := by
    rw [branch, show c ^ 2 * (0 : ℝ) ^ 2 + (transverseEnergy c px py + b) ^ 2
      = (transverseEnergy c px py + b) ^ 2 by ring, Real.sqrt_sq hb]
  rw [splitting, e B (by linarith), e (-B) (by linarith)]
  ring
```

For $p_z=0$ and $|B|\le c^2$, the splitting is $2B$ for every $p_x$ and $p_y$. The hypothesis says that the spin-coupling energy $|B|$ does not exceed the electron's rest energy $c^2$. Since $S\ge c^2\ge|B|$, both $S+B$ and $S-B$ are nonnegative, and the roots reduce to them:
$$\Delta=(S+B)-(S-B)=2B.$$
In the code, `hS` is the bound $c^2\le S$, and `e` removes the square root for either sign of the field.

```lean
/-- For `B > 0`, `c ≠ 0` and a nonzero momentum component along the field, the exchange
splitting is strictly smaller than `2B`. -/
theorem splitting_lt (c B px py pz : ℝ) (hB : 0 < B) (hc : c ≠ 0) (hz : pz ≠ 0) :
    splitting c B px py pz < 2 * B := by
  have hk : 0 < c ^ 2 * pz ^ 2 := by positivity
  have hR0 : 0 ≤ branch c (-B) px py pz := Real.sqrt_nonneg _
  have hR : branch c (-B) px py pz ^ 2
      = c ^ 2 * pz ^ 2 + (transverseEnergy c px py + -B) ^ 2 := Real.sq_sqrt (by positivity)
  -- the lower branch lies strictly above `S - B`
  have hlt : transverseEnergy c px py - B < branch c (-B) px py pz := by
    by_contra hcon
    have hle := not_lt.mp hcon
    nlinarith [mul_self_le_mul_self hR0 hle]
  have hup : branch c B px py pz < branch c (-B) px py pz + 2 * B := by
    rw [branch, Real.sqrt_lt' (by linarith)]
    nlinarith [mul_pos hB (sub_pos.mpr hlt)]
  rw [splitting]
  linarith
```

For $B>0$, $c\ne0$ and $p_z\ne0$, the splitting is strictly below $2B$, with no upper limit on $B$. Let $R=\sqrt{c^2p_z^2+(S-B)^2}$ be the lower branch. Then $R>S-B$: otherwise $0\le R\le S-B$ would give $R^2\le(S-B)^2$, contradicting $c^2p_z^2>0$. This is `hlt`. Therefore
$$(R+2B)^2=R^2+4BR+4B^2>c^2p_z^2+(S-B)^2+4BS=c^2p_z^2+(S+B)^2.$$
Taking roots shows that the upper branch lies below $R+2B$, which is `hup`. The tactic `nlinarith` finds the inequalities from the products it is handed.

```lean
/-- For `0 < B ≤ c²` and a nonzero momentum `p`, the exchange splitting is smaller when the
momentum points along the field than when it points along the perpendicular `x` axis. -/
theorem splitting_anisotropic (c B p : ℝ) (hB : 0 < B) (hBc : B ≤ c ^ 2) (hp : p ≠ 0) :
    splitting c B 0 0 p < splitting c B p 0 0 := by
  have hc : c ≠ 0 := by
    rintro rfl
    norm_num at hBc
    linarith
  rw [splitting_transverse c B p 0 (by rwa [abs_of_pos hB])]
  exact splitting_lt c B 0 0 p hB hc hp

end

end MacDonaldVosko
```

Two electrons with momenta of the same nonzero magnitude, one moving along the field and one along $x$, have different splittings when $0<B\le c^2$: the first is smaller. The proof obtains $c\ne0$ from $0<B\le c^2$, replaces the transverse splitting by $2B$, and applies the strict inequality to the other.

For Dirac–Kohn–Sham calculations on magnetic materials, this shows a directional dependence of exchange splitting already present in a free electron with a prescribed uniform field, without a crystal potential or a self-consistent magnetisation.

```lean
#print axioms MacDonaldVosko.hamiltonian_quartic
-- 'MacDonaldVosko.hamiltonian_quartic' depends on axioms: [propext, Classical.choice, Quot.sound]
#print axioms MacDonaldVosko.eigenvalue_iff
-- 'MacDonaldVosko.eigenvalue_iff' depends on axioms: [propext, Classical.choice, Quot.sound]
#print axioms MacDonaldVosko.splitting_anisotropic
-- 'MacDonaldVosko.splitting_anisotropic' depends on axioms: [propext, Classical.choice, Quot.sound]
```
